# For an invertible spinor matrix $S$ that commutes with $\gamma_5$ and has Lorentz matrix $L$, $\sum L^\mu{}_\nu\gamma_\mu\gamma^\nu$ is a chiral factor times $S$

Take a boost along $z$ with rapidity $\eta$, and write $c=\cosh(\eta/2)$, $s=\sinh(\eta/2)$. Its spinor matrix is $S=c+s\,\gamma^0\gamma^3$. Its Lorentz matrix $L$ has $L^0{}_0=L^3{}_3=c^2+s^2$, $L^0{}_3=L^3{}_0=2cs$ and $L^1{}_1=L^2{}_2=1$. Since $\gamma_\mu\gamma^\mu=1$ for each $\mu$ separately, and $\gamma_0\gamma^3+\gamma_3\gamma^0=2\gamma^0\gamma^3$,

$$\sum_{\mu\nu}L^\mu{}_\nu\gamma_\mu\gamma^\nu=2(c^2+s^2)+2+4cs\,\gamma^0\gamma^3=4c\,(c+s\,\gamma^0\gamma^3)=4c\,S,$$

using $c^2-s^2=1$. The factor $4c$ is $\operatorname{tr}S^{-1}$. For a general invertible $S$ that commutes with $\gamma_5$ and has a Lorentz matrix $L$, in the sense that $S^{-1}\gamma^\mu S=\sum_\nu L^\mu{}_\nu\gamma^\nu$, a second trace joins it:

$$\sum_{\mu\nu}L^\mu{}_\nu\gamma_\mu\gamma^\nu=\bigl(\operatorname{tr}S^{-1}-\operatorname{tr}(\gamma_5S^{-1})\,\gamma_5\bigr)S.$$

In the one-particle Dirac equation, $S$ carries a four-component spinor from one inertial frame to another. The identity concerns this constant matrix only, not the wave function it acts on.

## The gamma matrices and the metric

The matrices are those of the Dirac representation, and `gammaLow` lowers the index with the metric $(+,-,-,-)$. The signs matter: $\sum_\mu\gamma_\mu\gamma^\mu=4$, whereas $\sum_\mu\gamma^\mu\gamma^\mu=-2$. In the proof of the main identity, the explicit matrices enter through the contraction formula proved below; some later proofs also use their entries directly.

```lean
import Mathlib

open Matrix Complex

namespace SpinorFromLorentz

noncomputable section

/-- Complex four-by-four matrices. -/
abbrev Mat := Matrix (Fin 4) (Fin 4) ℂ

/-- The matrices `γ^μ` in the Dirac representation. -/
def gamma : Fin 4 → Mat :=
  ![!![1, 0, 0, 0; 0, 1, 0, 0; 0, 0, -1, 0; 0, 0, 0, -1],
    !![0, 0, 0, 1; 0, 0, 1, 0; 0, -1, 0, 0; -1, 0, 0, 0],
    !![0, 0, 0, -I; 0, 0, I, 0; 0, I, 0, 0; -I, 0, 0, 0],
    !![0, 0, 1, 0; 0, 0, 0, -1; -1, 0, 0, 0; 0, 1, 0, 0]]

/-- The matrices `γ_μ`, with the index lowered by the metric `(+,-,-,-)`. -/
def gammaLow (μ : Fin 4) : Mat := (![1, -1, -1, -1] : Fin 4 → ℂ) μ • gamma μ

/-- The chirality matrix `γ5 = i γ^0 γ^1 γ^2 γ^3`. -/
def gamma5 : Mat := I • (gamma 0 * gamma 1 * gamma 2 * gamma 3)
```

## An invertible $S$ that implements $L$

The transformation law $S^{-1}\gamma^\mu S=\sum_\nu L^\mu{}_\nu\gamma^\nu$ says that a change of spinor basis acts on the gammas as a change of frame. In Lean it is `Implements S L`, where `L μ ν` is $L^\mu{}_\nu$. The type `Matˣ` supplies $S$ together with a genuine two-sided inverse. The type of `L` allows any complex matrix. Reality is not assumed, and preservation of the metric follows from the law, because the matrices $S^{-1}\gamma^\mu S$ have the same anticommutators as the $\gamma^\mu$.

The law turns the Lorentz sum into a contraction around $S^{-1}$:

$$\sum_{\mu\nu}L^\mu{}_\nu\gamma_\mu\gamma^\nu=\sum_\mu\gamma_\mu S^{-1}\gamma^\mu S.$$

Without the law, $L$ and $S$ are unrelated: for $S=1$ and $L=0$ the left side of the main identity is $0$ and the right side is $4$. Without invertibility, the law could still be written as $\gamma^\mu S=S\sum_\nu L^\mu{}_\nu\gamma^\nu$, but $S=0$ satisfies this for every $L$.

```lean
/-- The spinor matrix `S` implements `L`: `S⁻¹ γ^μ S = ∑_ν L^μ_ν γ^ν`. -/
def Implements (S : Matˣ) (L : Mat) : Prop :=
  ∀ μ, (S⁻¹).val * gamma μ * S.val = ∑ ν, L μ ν • gamma ν

/-- The sum `∑_{μν} L^μ_ν γ_μ γ^ν`. -/
def lorentzSum (L : Mat) : Mat := ∑ μ, ∑ ν, L μ ν • (gammaLow μ * gamma ν)
```

## Commuting with $\gamma_5$

This condition means that $S$ does not mix the two chiralities. Boosts and rotations satisfy it; parity does not.

By hand, it fixes a block form. In two-by-two blocks,

$$\gamma_5=\begin{pmatrix}0&1\\1&0\end{pmatrix},\quad \gamma^0=\begin{pmatrix}1&0\\0&-1\end{pmatrix},\quad \gamma^k=\begin{pmatrix}0&\sigma_k\\-\sigma_k&0\end{pmatrix},$$

with $\sigma_k$ the Pauli matrices. A matrix $M$ commuting with $\gamma_5$ therefore has the form $M=\begin{pmatrix}A&B\\B&A\end{pmatrix}$, and

$$\gamma_0M\gamma^0=\begin{pmatrix}A&-B\\-B&A\end{pmatrix},\qquad \gamma_kM\gamma^k=\begin{pmatrix}\sigma_kA\sigma_k&-\sigma_kB\sigma_k\\-\sigma_kB\sigma_k&\sigma_kA\sigma_k\end{pmatrix}.$$

Write $A=a_0+\sum_ja_j\sigma_j$. Because $\sum_k\sigma_k\sigma_j\sigma_k=-\sigma_j$, we get $A+\sum_k\sigma_kA\sigma_k=4a_0=2\operatorname{tr}A$, and likewise for $B$. With $\operatorname{tr}M=2\operatorname{tr}A$ and $\operatorname{tr}(\gamma_5M)=2\operatorname{tr}B$,

$$\sum_\mu\gamma_\mu M\gamma^\mu=\operatorname{tr}M-\operatorname{tr}(\gamma_5M)\,\gamma_5.$$

In `contraction`, the equations `h20` to `h33` state the block form entry by entry. The sum is then compared entrywise, and `ring` finishes the algebra.

```lean
/-- The entries of `γ5` in the Dirac representation. -/
theorem gamma5_eq : gamma5 = !![0, 0, 1, 0; 0, 0, 0, 1; 1, 0, 0, 0; 0, 1, 0, 0] := by
  ext i j
  fin_cases i <;> fin_cases j <;>
    simp [gamma5, gamma]

/-- For a matrix `M` that commutes with `γ5`,
`∑_μ γ_μ M γ^μ = tr M - tr(γ5 M) γ5`. -/
theorem contraction (M : Mat) (h : Commute gamma5 M) :
    ∑ μ, gammaLow μ * M * gamma μ = trace M • (1 : Mat) - trace (gamma5 * M) • gamma5 := by
  -- commuting with `γ5` fixes the lower two rows in terms of the upper two
  have e : ∀ i j, (gamma5 * M) i j = (M * gamma5) i j := fun i j => by rw [h.eq]
  rw [gamma5_eq] at e
  have h20 : M 2 0 = M 0 2 := by simpa [Matrix.mul_apply, Fin.sum_univ_four] using e 0 0
  have h21 : M 2 1 = M 0 3 := by simpa [Matrix.mul_apply, Fin.sum_univ_four] using e 0 1
  have h22 : M 2 2 = M 0 0 := by simpa [Matrix.mul_apply, Fin.sum_univ_four] using e 0 2
  have h23 : M 2 3 = M 0 1 := by simpa [Matrix.mul_apply, Fin.sum_univ_four] using e 0 3
  have h30 : M 3 0 = M 1 2 := by simpa [Matrix.mul_apply, Fin.sum_univ_four] using e 1 0
  have h31 : M 3 1 = M 1 3 := by simpa [Matrix.mul_apply, Fin.sum_univ_four] using e 1 1
  have h32 : M 3 2 = M 1 0 := by simpa [Matrix.mul_apply, Fin.sum_univ_four] using e 1 2
  have h33 : M 3 3 = M 1 1 := by simpa [Matrix.mul_apply, Fin.sum_univ_four] using e 1 3
  have hI : ∀ z : ℂ, I * z * I = -z := fun z => by linear_combination z * I_mul_I
  rw [gamma5_eq]
  ext i j
  -- write all products as sums of entries before inserting the explicit matrices
  simp only [gammaLow, smul_mul_assoc, Fin.sum_univ_four, Matrix.add_apply, Matrix.sub_apply,
    Matrix.smul_apply, Matrix.mul_apply, Matrix.trace, Matrix.diag_apply, smul_eq_mul]
  -- fix the row first, so that most terms drop out before the columns are separated
  fin_cases i <;> simp [gamma, h20, h21, h22, h23, h30, h31, h32, h33] <;>
    fin_cases j <;> simp [hI] <;> ring
```

If $S$ commutes with $\gamma_5$, so does $S^{-1}$. Setting $M=S^{-1}$ and multiplying by $S$ on the right gives the main identity. The proof of `lorentzSum_eq` runs this backwards: it rewrites the prefactor as the contraction, then matches the sums term by term in $\mu$ with the transformation law.

Parity shows what the condition prevents. For $S=\gamma^0$, $L=\operatorname{diag}(1,-1,-1,-1)$ and the Lorentz sum is $1-3=-2$, but both traces on the right vanish.

```lean
/-- If an invertible `S` commutes with `γ5` and implements `L`, then
`∑_{μν} L^μ_ν γ_μ γ^ν = (tr S⁻¹ - tr(γ5 S⁻¹) γ5) S`. -/
theorem lorentzSum_eq (S : Matˣ) (L : Mat) (h5 : Commute gamma5 S.val)
    (hL : Implements S L) :
    lorentzSum L =
      (trace (S⁻¹).val • (1 : Mat) - trace (gamma5 * (S⁻¹).val) • gamma5) * S.val := by
  rw [← contraction _ h5.units_inv_right, Finset.sum_mul, lorentzSum]
  refine Finset.sum_congr rfl fun μ _ => ?_
  -- insert the transformation law of `γ^μ`
  calc ∑ ν, L μ ν • (gammaLow μ * gamma ν)
      = gammaLow μ * ∑ ν, L μ ν • gamma ν := by
        simp only [Finset.mul_sum, mul_smul_comm]
    _ = gammaLow μ * (S⁻¹).val * gamma μ * S.val := by
        rw [← hL μ]
        simp only [mul_assoc]
```

## An invertible prefactor

Put $t=\operatorname{tr}S^{-1}$ and $p=\operatorname{tr}(\gamma_5S^{-1})$. Solving the main identity for $S$ by inverting the prefactor needs $t^2\neq p^2$. Since $\gamma_5^2=1$,

$$(a+b\gamma_5)(a-b\gamma_5)=a^2-b^2$$

for all numbers $a,b$. If $a^2\neq b^2$, dividing by $a^2-b^2$ gives an inverse of $a-b\gamma_5$. If $a^2=b^2$ and $a-b\gamma_5$ were invertible, then $a+b\gamma_5=0$, so $a=b=0$, and the supposedly invertible matrix would be zero. Multiplying the main identity by $t+p\gamma_5$ yields

$$S=\frac{(t+p\gamma_5)\sum_{\mu\nu}L^\mu{}_\nu\gamma_\mu\gamma^\nu}{t^2-p^2}.$$

`chiral_mul`, `chiral_isUnit_iff` and `spinor_recovered` follow these steps. The formula takes $t$ and $p$ as input besides $L$.

A rotation by $\pi$ about $z$ violates the condition: $S=\gamma^1\gamma^2$ has $t=p=0$. Here $L=\operatorname{diag}(1,-1,-1,1)$, the Lorentz sum is zero, and the formula has nothing to work with.

```lean
/-- The product `(a + b γ5)(a - b γ5)` is the number `a² - b²`. -/
theorem chiral_mul (a b : ℂ) :
    (a • (1 : Mat) + b • gamma5) * (a • (1 : Mat) - b • gamma5) =
      (a ^ 2 - b ^ 2) • (1 : Mat) := by
  rw [gamma5_eq]
  ext i j
  fin_cases i <;> fin_cases j <;> simp [Matrix.mul_apply, Fin.sum_univ_four] <;> ring

/-- The matrix `a - b γ5` is invertible exactly when `a² ≠ b²`. -/
theorem chiral_isUnit_iff (a b : ℂ) :
    IsUnit (a • (1 : Mat) - b • gamma5) ↔ a ^ 2 ≠ b ^ 2 := by
  constructor
  · intro hu hab
    have hp := chiral_mul a b
    rw [hab, sub_self, zero_smul] at hp
    have hz := hu.mul_left_eq_zero.mp hp
    have ha : a = 0 := by simpa [gamma5_eq] using congrFun (congrFun hz 0) 0
    have hb : b = 0 := by simpa [gamma5_eq] using congrFun (congrFun hz 0) 2
    simp [ha, hb] at hu
  · intro h
    have hq : ((a ^ 2 - b ^ 2)⁻¹ • (a • (1 : Mat) + b • gamma5)) *
        (a • (1 : Mat) - b • gamma5) = 1 := by
      rw [smul_mul_assoc, chiral_mul, smul_smul, inv_mul_cancel₀ (sub_ne_zero.mpr h), one_smul]
    exact ⟨⟨_, _, mul_eq_one_comm.mp hq, hq⟩, rfl⟩

/-- Let `S` commute with `γ5` and implement `L`, and put `t = tr S⁻¹`, `p = tr(γ5 S⁻¹)`.
If `t² ≠ p²`, then `S = (t + p γ5) (∑_{μν} L^μ_ν γ_μ γ^ν) / (t² - p²)`. -/
theorem spinor_recovered (S : Matˣ) (L : Mat) (h5 : Commute gamma5 S.val)
    (hL : Implements S L) (t p : ℂ) (ht : t = trace (S⁻¹).val)
    (hp : p = trace (gamma5 * (S⁻¹).val)) (h : t ^ 2 ≠ p ^ 2) :
    S.val = (t ^ 2 - p ^ 2)⁻¹ • ((t • (1 : Mat) + p • gamma5) * lorentzSum L) := by
  rw [lorentzSum_eq S L h5 hL, ← ht, ← hp, ← mul_assoc, chiral_mul, smul_mul_assoc, one_mul,
    smul_smul, inv_mul_cancel₀ (sub_ne_zero.mpr h), one_smul]
```

## The factor that $L$ leaves open

Replacing $S$ by a nonzero multiple leaves the transformation law unchanged. This is the only freedom, and the proof needs neither $\gamma_5$-commutation of $S$ nor $t^2\neq p^2$.

Suppose $S$ and $S'$ implement the same $L$. Equating $S^{-1}\gamma^\mu S$ with $S'^{-1}\gamma^\mu S'$, and multiplying by $S'$ on the left and $S^{-1}$ on the right, shows that $M=S'S^{-1}$ commutes with every $\gamma^\mu$. It then commutes with $\gamma_5$, which is $i$ times their product, and the contraction formula reads

$$4M=\operatorname{tr}M-\operatorname{tr}(\gamma_5M)\,\gamma_5.$$

As $M$ commutes with $\gamma^0$ and $\gamma_5$ anticommutes with it, the last term must vanish. So $M=\operatorname{tr}M/4$ and $S'=\tfrac14\operatorname{tr}(S'S^{-1})\,S$.

In `scalar_of_commute`, the last term is removed by reading off the entry `M 0 2`, which commutation with $\gamma^0$ forces to zero. `spinor_unique` applies the result to $S'S^{-1}$.

```lean
/-- A matrix that commutes with all four `γ^μ` is the number `tr M / 4`. -/
theorem scalar_of_commute (M : Mat) (hM : ∀ μ, Commute (gamma μ) M) :
    M = (trace M / 4) • (1 : Mat) := by
  have h5 : Commute gamma5 M :=
    ((((hM 0).mul_left (hM 1)).mul_left (hM 2)).mul_left (hM 3)).smul_left I
  -- the contraction of the unit matrix gives `∑_μ γ_μ γ^μ = 4`
  have ht : trace gamma5 = 0 := by
    rw [gamma5_eq]
    simp [Matrix.trace, Fin.sum_univ_four]
  have hone : ∑ μ, gammaLow μ * gamma μ = (4 : ℂ) • (1 : Mat) := by
    simpa only [mul_one, ht, zero_smul, sub_zero, trace_one, Fintype.card_fin,
      Nat.cast_ofNat] using contraction 1 (Commute.one_right gamma5)
  have hterm : ∀ μ, gammaLow μ * M * gamma μ = gammaLow μ * gamma μ * M := fun μ => by
    rw [mul_assoc, ← (hM μ).eq, ← mul_assoc]
  have c := contraction M h5
  simp only [hterm] at c
  rw [← Finset.sum_mul, hone, smul_mul_assoc, one_mul] at c
  -- commuting with `γ^0` removes the `γ5` part
  have e : M 0 2 = -M 0 2 := by
    simpa [gamma, Matrix.mul_apply, Fin.sum_univ_four] using congrFun (congrFun (hM 0).eq 0) 2
  have hz : M 0 2 = 0 := by linear_combination e / 2
  generalize trace (gamma5 * M) = p at c
  have f : p = 0 := by simpa [gamma5_eq, hz] using congrFun (congrFun c 0) 2
  rw [f, zero_smul, sub_zero] at c
  linear_combination (norm := module) (1 / 4 : ℂ) • c

/-- Two invertible spinor matrices that implement the same `L` differ by a numerical factor,
`S' = (tr(S' S⁻¹) / 4) S`. -/
theorem spinor_unique (S S' : Matˣ) (L : Mat) (h : Implements S L) (h' : Implements S' L) :
    S'.val = (trace (S'.val * (S⁻¹).val) / 4) • S.val := by
  have hM : ∀ μ, Commute (gamma μ) (S'.val * (S⁻¹).val) := fun μ => by
    have e := (h' μ).trans (h μ).symm
    calc gamma μ * (S'.val * (S⁻¹).val)
        = S'.val * ((S'⁻¹).val * gamma μ * S'.val) * (S⁻¹).val := by
          simp only [← mul_assoc, Units.mul_inv, one_mul]
      _ = S'.val * ((S⁻¹).val * gamma μ * S.val) * (S⁻¹).val := by rw [e]
      _ = S'.val * (S⁻¹).val * gamma μ := by
          simp only [mul_assoc, Units.mul_inv, mul_one]
  have hk := congrArg (fun X : Mat => X * S.val) (scalar_of_commute _ hM)
  simpa only [mul_assoc, Units.inv_mul, mul_one, smul_mul_assoc, one_mul] using hk
```

## The boost satisfies the hypotheses

Let $K=\gamma^0\gamma^3$. Then $K^2=1$, so $c^2-s^2=1$ makes $c-sK$ the inverse of $c+sK$. Lean allows complex $c$ and $s$; real values give the physical boosts along $z$, and $(c,s)$ and $(-c,-s)$ give the same $L$.

$K$ commutes with $\gamma^1$, $\gamma^2$ and $\gamma_5$, and anticommutes with $\gamma^0$ and $\gamma^3$. The transverse gammas are therefore unchanged, while $\gamma^0K=\gamma^3$ and $\gamma^3K=\gamma^0$ give

$$S^{-1}\gamma^0S=\gamma^0(c+sK)^2=(c^2+s^2)\gamma^0+2cs\,\gamma^3,$$
$$S^{-1}\gamma^3S=\gamma^3(c+sK)^2=2cs\,\gamma^0+(c^2+s^2)\gamma^3.$$

The matrices $K$, $\gamma_5$ and $\gamma_5K$ are traceless, so $t=4c$ and $p=0$. The prefactor is $4c$, invertible exactly when $c\neq0$.

In `boost_witness`, `hexp` expands $S^{-1}XS$ for any matrix $X$; `kt` handles the transverse gammas, and `k0` and `k3` the two that mix.

```lean
/-- The matrix `c + s γ^0 γ^3`. -/
def boostMat (c s : ℂ) : Mat := c • (1 : Mat) + s • (gamma 0 * gamma 3)

/-- The entries of `c + s γ^0 γ^3`. -/
theorem boostMat_eq (c s : ℂ) :
    boostMat c s = !![c, 0, s, 0; 0, c, 0, -s; s, 0, c, 0; 0, -s, 0, c] := by
  ext i j
  fin_cases i <;> fin_cases j <;>
    simp [boostMat, gamma]

/-- For `c² - s² = 1`, the invertible spinor matrix `c + s γ^0 γ^3`, with inverse
`c - s γ^0 γ^3`. -/
def boost (c s : ℂ) (h : c ^ 2 - s ^ 2 = 1) : Matˣ :=
  have hm : boostMat c s * boostMat c (-s) = 1 := by
    have key : boostMat c s * boostMat c (-s) = (c ^ 2 - s ^ 2) • (1 : Mat) := by
      rw [boostMat_eq, boostMat_eq]
      ext i j
      fin_cases i <;> fin_cases j <;> simp [Matrix.mul_apply, Fin.sum_univ_four] <;> ring
    rw [key, h, one_smul]
  ⟨boostMat c s, boostMat c (-s), hm, mul_eq_one_comm.mp hm⟩

/-- For `c² - s² = 1`, the matrix `S = c + s γ^0 γ^3` commutes with `γ5` and implements the
displayed `L`, with `tr S⁻¹ = 4c` and `tr(γ5 S⁻¹) = 0`. -/
theorem boost_witness (c s : ℂ) (h : c ^ 2 - s ^ 2 = 1) :
    Commute gamma5 (boost c s h).val ∧
    Implements (boost c s h) !![c ^ 2 + s ^ 2, 0, 0, 2 * c * s; 0, 1, 0, 0; 0, 0, 1, 0;
      2 * c * s, 0, 0, c ^ 2 + s ^ 2] ∧
    trace ((boost c s h)⁻¹).val = 4 * c ∧
    trace (gamma5 * ((boost c s h)⁻¹).val) = 0 := by
  refine ⟨?_, ?_, ?_, ?_⟩
  · change gamma5 * boostMat c s = boostMat c s * gamma5
    rw [gamma5_eq, boostMat_eq]
    ext i j
    fin_cases i <;> fin_cases j <;> simp [Matrix.mul_apply, Fin.sum_univ_four]
  · have hA : gamma 0 * gamma 3 = !![0, 0, 1, 0; 0, 0, 0, -1; 1, 0, 0, 0; 0, -1, 0, 0] := by
      simpa [boostMat] using boostMat_eq 0 1
    have g00 : gamma 0 * gamma 0 = 1 := by
      ext i j
      fin_cases i <;> fin_cases j <;> simp [gamma]
    have g33 : gamma 3 * gamma 3 = -1 := by
      ext i j
      fin_cases i <;> fin_cases j <;> simp [gamma]
    have g30 : gamma 3 * gamma 0 = -(gamma 0 * gamma 3) := by
      rw [hA]
      ext i j
      fin_cases i <;> fin_cases j <;> simp [gamma]
    have c1 : gamma 0 * gamma 3 * gamma 1 = gamma 1 * (gamma 0 * gamma 3) := by
      rw [hA]
      ext i j
      fin_cases i <;> fin_cases j <;> simp [gamma]
    have c2 : gamma 0 * gamma 3 * gamma 2 = gamma 2 * (gamma 0 * gamma 3) := by
      rw [hA]
      ext i j
      fin_cases i <;> fin_cases j <;> simp [gamma]
    -- products of `γ^0 γ^3` with `γ^0`, `γ^3` and itself
    have b0 : gamma 0 * (gamma 0 * gamma 3) = gamma 3 := by rw [← mul_assoc, g00, one_mul]
    have a3 : gamma 0 * gamma 3 * gamma 3 = -gamma 0 := by rw [mul_assoc, g33, mul_neg_one]
    have a0 : gamma 0 * gamma 3 * gamma 0 = -gamma 3 := by rw [mul_assoc, g30, mul_neg, b0]
    have b3 : gamma 3 * (gamma 0 * gamma 3) = gamma 0 := by
      rw [← mul_assoc, g30, neg_mul, a3, neg_neg]
    have hAA : gamma 0 * gamma 3 * (gamma 0 * gamma 3) = 1 := by
      rw [← mul_assoc, a0, neg_mul, g33, neg_neg]
    have hexp : ∀ X : Mat, boostMat c (-s) * X * boostMat c s = c ^ 2 • X +
        (c * s) • (X * (gamma 0 * gamma 3) - gamma 0 * gamma 3 * X) -
        s ^ 2 • (gamma 0 * gamma 3 * X * (gamma 0 * gamma 3)) := fun X => by
      simp only [boostMat, add_mul, mul_add, smul_mul_assoc, mul_smul_comm, one_mul, mul_one]
      module
    -- transverse gammas are unchanged, `γ^0` and `γ^3` mix
    have kt : ∀ X : Mat, gamma 0 * gamma 3 * X = X * (gamma 0 * gamma 3) →
        boostMat c (-s) * X * boostMat c s = X := fun X hX => by
      rw [hexp, hX, mul_assoc X, hAA, mul_one, sub_self, smul_zero, add_zero, ← sub_smul, h,
        one_smul]
    have k0 : boostMat c (-s) * gamma 0 * boostMat c s =
        (c ^ 2 + s ^ 2) • gamma 0 + (2 * c * s) • gamma 3 := by
      rw [hexp, b0, a0, neg_mul, b3]
      module
    have k3 : boostMat c (-s) * gamma 3 * boostMat c s =
        (2 * c * s) • gamma 0 + (c ^ 2 + s ^ 2) • gamma 3 := by
      rw [hexp, b3, a3, neg_mul, b0]
      module
    intro μ
    change boostMat c (-s) * gamma μ * boostMat c s = _
    fin_cases μ <;> simp [Fin.sum_univ_four, k0, kt _ c1, kt _ c2, k3]
  · change trace (boostMat c (-s)) = 4 * c
    rw [boostMat_eq]
    simp [Matrix.trace, Fin.sum_univ_four]
    ring
  · change trace (gamma5 * boostMat c (-s)) = 0
    rw [gamma5_eq, boostMat_eq]
    simp [Matrix.trace, Fin.sum_univ_four]

end

end SpinorFromLorentz
```

```lean
#print axioms SpinorFromLorentz.chiral_isUnit_iff
-- 'SpinorFromLorentz.chiral_isUnit_iff' depends on axioms: [propext, Classical.choice, Quot.sound]
#print axioms SpinorFromLorentz.spinor_recovered
-- 'SpinorFromLorentz.spinor_recovered' depends on axioms: [propext, Classical.choice, Quot.sound]
#print axioms SpinorFromLorentz.spinor_unique
-- 'SpinorFromLorentz.spinor_unique' depends on axioms: [propext, Classical.choice, Quot.sound]
```
